# Kingston's diode storage time is strictly shorter than the charge-control estimate

A diode has carried a constant forward current \(I_F\) long enough to reach a steady state, and is switched at time zero to a reverse current \(I_R\). Both symbols denote magnitudes, so both are positive, and \(\tau>0\) is the minority-carrier lifetime. The storage time \(t_s\) is how long the excess minority-carrier density at the junction takes to fall to zero. Lean writes the currents as `IF` and `IR`. All quantities are real numbers without units, so the two currents must share a unit, and times come out in the unit of \(\tau\).

```lean
import Mathlib

open Real Filter Topology MeasureTheory

namespace KingstonStorageTime

noncomputable section
```

The first line loads the Mathlib library. The second gives short access to names such as `π` and to the notation for limits.

```lean
/-- The error function, defined by its integral. -/
def erf (y : ℝ) : ℝ := 2 / √π * ∫ s in (0 : ℝ)..y, Real.exp (-s ^ 2)
```

This is the usual error function,

\[
\operatorname{erf}(y)=\frac{2}{\sqrt\pi}\int_0^y e^{-s^2}\,ds .
\]

Lean reads `-s ^ 2` as \(-(s^2)\).

```lean
/-- Kingston's condition: `t` is a storage time of a diode with carrier lifetime `τ`, switched
from forward current `IF` to reverse current `IR`. -/
def IsStorageTime (τ IF IR t : ℝ) : Prop :=
  0 ≤ t ∧ erf (√(t / τ)) = IF / (IF + IR)
```

`IsStorageTime τ IF IR t` is a statement about a number \(t\): it is nonnegative and satisfies Kingston's condition

\[
\operatorname{erf}\sqrt{t/\tau}=\frac{I_F}{I_F+I_R}.
\]

The condition is taken as the definition and is not derived here. It comes from one-dimensional diffusion with recombination in a long, uniformly doped neutral region at low injection, whose minority carriers carry the whole current across the junction, with the reverse current held constant during storage. The junction density is then proportional to \(I_F-(I_F+I_R)\operatorname{erf}\sqrt{t/\tau}\), and the condition says that it vanishes.

A fuller formalisation of the same model would start from the diffusion equation and define \(t_s\) as the first zero of the junction density. Kingston's condition would then be a theorem, with the geometry and boundary conditions as explicit hypotheses; the inequalities below would stay the same.

```lean
/-- The charge-control estimate `τ ln(1 + IF/IR)` of the storage time. -/
def chargeControlTime (τ IF IR : ℝ) : ℝ := τ * Real.log (1 + IF / IR)
```

The charge-control estimate follows only the total stored charge \(Q\), with \(\dot Q=-Q/\tau-I_R\) and \(Q(0)=I_F\tau\). Solving for \(Q=0\) gives \(t=\tau\ln(1+I_F/I_R)\). The file takes this formula as a definition too.

## Calculus of the error function

```lean
/-- If `a < b`, a function that is differentiable on the whole real line and has positive derivative
between `a` and `b` is larger at `b` than at `a`. -/
lemma lt_of_slope_pos {f f' : ℝ → ℝ} {a b : ℝ} (hab : a < b)
    (hf : ∀ x, HasDerivAt f (f' x) x) (hpos : ∀ x ∈ Set.Ioo a b, 0 < f' x) : f a < f b := by
  have hm : StrictMonoOn f (Set.Icc a b) := by
    apply strictMonoOn_of_deriv_pos (convex_Icc a b)
    · exact fun x _ => (hf x).continuousAt.continuousWithinAt
    · intro x hx
      rw [interior_Icc] at hx
      rw [(hf x).deriv]
      exact hpos x hx
  exact hm (Set.left_mem_Icc.2 hab.le) (Set.right_mem_Icc.2 hab.le) hab
```

Let \(f\) be differentiable on the whole real line and let \(a<b\). If \(f'>0\) on the open interval \((a,b)\), then \(f(a)<f(b)\). `HasDerivAt f (f' x) x` says that \(f\) has derivative \(f'(x)\) at \(x\). Most of the later inequalities come from this lemma.

```lean
lemma erf_zero : erf 0 = 0 := by simp [erf]
```

\(\operatorname{erf}(0)=0\), because the integral runs over an interval of length zero.

```lean
lemma hasDerivAt_erf (x : ℝ) : HasDerivAt erf (2 / √π * Real.exp (-x ^ 2)) x := by
  have hc : Continuous (fun s : ℝ => Real.exp (-s ^ 2)) := by fun_prop
  exact (hc.integral_hasStrictDerivAt 0 x).hasDerivAt.const_mul (2 / √π)
```

By the fundamental theorem of calculus, \(\operatorname{erf}'(x)=\frac{2}{\sqrt\pi}e^{-x^2}\).

```lean
lemma hasDerivAt_gauss (x : ℝ) :
    HasDerivAt (fun s : ℝ => Real.exp (-s ^ 2)) (-2 * x * Real.exp (-x ^ 2)) x :=
  ((hasDerivAt_pow 2 x).fun_neg.exp).congr_deriv (by norm_num; ring)
```

By the chain rule, \(\frac{d}{dx}e^{-x^2}=-2x\,e^{-x^2}\).

```lean
lemma erf_strictMono : StrictMono erf := fun _ _ hab =>
  lt_of_slope_pos hab hasDerivAt_erf (fun x _ => by positivity)
```

The derivative of erf is positive everywhere, so erf is strictly increasing. The tactic `positivity` supplies the sign.

```lean
/-- The error function tends to one at large argument. -/
lemma tendsto_erf : Tendsto erf atTop (𝓝 1) := by
  have h0 : Integrable (fun s : ℝ => Real.exp (-s ^ 2)) := by
    simpa using integrable_exp_neg_mul_sq (b := 1) one_pos
  have hv : ∫ s in Set.Ioi (0 : ℝ), Real.exp (-s ^ 2) = √π / 2 := by
    simpa using integral_gaussian_Ioi 1
  have h := (intervalIntegral_tendsto_integral_Ioi 0 h0.integrableOn tendsto_id).const_mul
    (2 / √π)
  have hp : √π ≠ 0 := (Real.sqrt_pos.2 Real.pi_pos).ne'
  have e : 2 / √π * (√π / 2) = 1 := by field_simp
  rw [hv, e] at h
  exact h
```

`Tendsto erf atTop (𝓝 1)` means \(\operatorname{erf}(y)\to1\) as \(y\to\infty\). The proof uses the Gaussian integral \(\int_0^\infty e^{-s^2}ds=\sqrt\pi/2\) from Mathlib.

## Two inequalities for erf

```lean
/-- For positive argument the error function exceeds `1 - exp(-y²)`. -/
theorem one_sub_exp_lt_erf {y : ℝ} (hy : 0 < y) : 1 - Real.exp (-y ^ 2) < erf y := by
  have hd : ∀ x, HasDerivAt (fun s => erf s + Real.exp (-s ^ 2))
      (Real.exp (-x ^ 2) * (2 / √π - 2 * x)) x := fun x =>
    ((hasDerivAt_erf x).fun_add (hasDerivAt_gauss x)).congr_deriv (by ring)
  rcases le_or_gt (2 * y) (2 / √π) with hc | hc
  · -- rising part: compare with the value 1 at the origin
    have h := lt_of_slope_pos hy hd (fun x hx =>
      mul_pos (Real.exp_pos _) (by linarith [hx.2]))
    have h0 : Real.exp (-(0 : ℝ) ^ 2) = 1 := by simp
    simp only [erf_zero, h0, zero_add] at h
    linarith
  · -- falling part: compare with the limit 1 at infinity
    have hn : ∀ x, HasDerivAt (fun s => -(erf s + Real.exp (-s ^ 2)))
        (Real.exp (-x ^ 2) * (2 * x - 2 / √π)) x := fun x =>
      (hd x).fun_neg.congr_deriv (by ring)
    have hdec : ∀ a b : ℝ, y ≤ a → a < b →
        erf b + Real.exp (-b ^ 2) < erf a + Real.exp (-a ^ 2) := by
      intro a b ha hab
      have h := lt_of_slope_pos hab hn (fun x hx =>
        mul_pos (Real.exp_pos _) (by linarith [hx.1]))
      exact neg_lt_neg_iff.1 h
    have hE : Tendsto (fun s : ℝ => Real.exp (-s ^ 2)) atTop (𝓝 0) :=
      Real.tendsto_exp_neg_atTop_nhds_zero.comp (tendsto_pow_atTop two_ne_zero)
    have hl : Tendsto (fun s => erf s + Real.exp (-s ^ 2)) atTop (𝓝 (1 + 0)) :=
      tendsto_erf.add hE
    have h1 := le_of_tendsto hl ((eventually_gt_atTop (y + 1)).mono
      (fun b hb => (hdec (y + 1) b (by linarith) hb).le))
    have h2 := hdec y (y + 1) le_rfl (by linarith)
    linarith
```

The theorem says that \(\operatorname{erf}(y)>1-e^{-y^2}\) for every \(y>0\). By hand, set \(G(y)=\operatorname{erf}(y)+e^{-y^2}\). Then

\[
G'(y)=e^{-y^2}\left(\frac{2}{\sqrt\pi}-2y\right),\qquad G(0)=1,\qquad \lim_{y\to\infty}G(y)=1 .
\]

\(G\) rises up to \(y=1/\sqrt\pi\) and falls afterwards. If \(y\le1/\sqrt\pi\), then \(G(y)>G(0)=1\). If \(y>1/\sqrt\pi\), then \(G\) is strictly decreasing from \(y\) onwards, so \(G(y)>G(y+1)\ge1\). The intermediate point \(y+1\) keeps the inequality strict, since passing to a limit only yields \(\ge\).

The line beginning `rcases` makes this case split, `hd` is the formula for \(G'\), and `h1` and `h2` are the two halves of the last chain.

```lean
/-- For positive argument the error function lies between `(2/√π) y exp(-y²)` and `(2/√π) y`. -/
theorem erf_linear_bounds {y : ℝ} (hy : 0 < y) :
    2 / √π * y * Real.exp (-y ^ 2) < erf y ∧ erf y < 2 / √π * y := by
  have hd1 : ∀ x, HasDerivAt (fun s => erf s - 2 / √π * s * Real.exp (-s ^ 2))
      (2 / √π * (2 * x ^ 2) * Real.exp (-x ^ 2)) x := fun x =>
    ((hasDerivAt_erf x).fun_sub (((hasDerivAt_id' x).const_mul (2 / √π)).fun_mul
      (hasDerivAt_gauss x))).congr_deriv (by ring)
  have hd2 : ∀ x, HasDerivAt (fun s => 2 / √π * s - erf s)
      (2 / √π * (1 - Real.exp (-x ^ 2))) x := fun x =>
    (((hasDerivAt_id' x).const_mul (2 / √π)).fun_sub (hasDerivAt_erf x)).congr_deriv (by ring)
  have h1 := lt_of_slope_pos hy hd1 (fun x hx => by have := hx.1; positivity)
  have h2 := lt_of_slope_pos hy hd2 (fun x hx => mul_pos (by positivity)
    (sub_pos.2 (Real.exp_lt_one_iff.2 (neg_neg_of_pos (pow_pos hx.1 2)))))
  simp only [erf_zero, mul_zero, zero_mul, sub_zero] at h1 h2
  exact ⟨by linarith, by linarith⟩
```

For \(y>0\),

\[
\frac{2}{\sqrt\pi}\,y\,e^{-y^2}<\operatorname{erf}(y)<\frac{2}{\sqrt\pi}\,y .
\]

Both differences vanish at \(y=0\) and have positive derivatives for \(y>0\):

\[
\frac{d}{dy}\left[\operatorname{erf}(y)-\frac{2}{\sqrt\pi}ye^{-y^2}\right]=\frac{4}{\sqrt\pi}y^2e^{-y^2},
\qquad
\frac{d}{dy}\left[\frac{2}{\sqrt\pi}y-\operatorname{erf}(y)\right]=\frac{2}{\sqrt\pi}\left(1-e^{-y^2}\right).
\]

These are `hd1` and `hd2`.

## One storage time for each pair of currents

```lean
/-- For positive lifetime and currents, Kingston's condition has exactly one solution. -/
theorem existsUnique_storageTime {τ IF IR : ℝ} (hτ : 0 < τ) (hF : 0 < IF) (hR : 0 < IR) :
    ∃! t, IsStorageTime τ IF IR t := by
  have hq0 : 0 < IF / (IF + IR) := by positivity
  have hq1 : IF / (IF + IR) < 1 := by
    rw [div_lt_one (by positivity)]
    linarith
  obtain ⟨Y, hY⟩ := (tendsto_erf.eventually (lt_mem_nhds hq1)).exists
  have hY0 : 0 < Y := erf_strictMono.lt_iff_lt.1 (by rw [erf_zero]; linarith)
  have hc : ContinuousOn erf (Set.Icc 0 Y) :=
    fun x _ => (hasDerivAt_erf x).continuousAt.continuousWithinAt
  obtain ⟨y, hy, hyq⟩ := intermediate_value_Icc hY0.le hc
    ⟨by rw [erf_zero]; exact hq0.le, hY.le⟩
  refine ⟨τ * y ^ 2, ⟨by positivity, ?_⟩, ?_⟩
  · rw [mul_div_cancel_left₀ _ hτ.ne', Real.sqrt_sq hy.1, hyq]
  · rintro t ⟨ht, hte⟩
    have e : √(t / τ) = y := erf_strictMono.injective (hte.trans hyq.symm)
    rw [← e, Real.sq_sqrt (by positivity), mul_div_cancel₀ _ hτ.ne']
```

The symbol `∃!` reads "there is exactly one". Write \(q=I_F/(I_F+I_R)\), which lies strictly between 0 and 1. Since \(\operatorname{erf}\to1\), some \(Y>0\) has \(\operatorname{erf}(Y)>q\). By the intermediate value theorem, some \(y\) in \([0,Y]\) has \(\operatorname{erf}(y)=q\), and \(t=\tau y^2\) solves Kingston's condition. Any other solution \(t'\) has \(\operatorname{erf}\sqrt{t'/\tau}=\operatorname{erf}(y)\). Strict monotonicity then gives \(\sqrt{t'/\tau}=y\), hence \(t'=t\).

```lean
/-- A storage time is `τ y²` with `y > 0`, `erf y = IF/(IF+IR)` and
`IR < exp(-y²) (IF + IR)`. -/
lemma IsStorageTime.reduced {τ IF IR t : ℝ} (hτ : 0 < τ) (hF : 0 < IF) (hR : 0 < IR)
    (h : IsStorageTime τ IF IR t) :
    ∃ y, 0 < y ∧ t = τ * y ^ 2 ∧ erf y = IF / (IF + IR) ∧
      IR < Real.exp (-y ^ 2) * (IF + IR) := by
  obtain ⟨ht, he⟩ := h
  have hs : 0 < IF + IR := by positivity
  have hy : 0 < √(t / τ) := erf_strictMono.lt_iff_lt.1 (by rw [erf_zero, he]; positivity)
  refine ⟨√(t / τ), hy, ?_, he, ?_⟩
  · rw [Real.sq_sqrt (by positivity)]
    field_simp
  · have h1 := one_sub_exp_lt_erf hy
    rw [he, lt_div_iff₀ hs] at h1
    linarith
```

This lemma passes to the dimensionless variable \(y=\sqrt{t/\tau}\), which is positive because its error function is. Inserting Kingston's condition into \(1-e^{-y^2}<\operatorname{erf}(y)\) gives

\[
1-e^{-y^2}<\frac{I_F}{I_F+I_R}
\quad\Longrightarrow\quad
I_R<e^{-y^2}(I_F+I_R).
\]

## Comparison with the charge-control estimate

```lean
/-- Kingston's storage time is strictly below the charge-control estimate `τ ln(1 + IF/IR)`. -/
theorem storageTime_lt_chargeControlTime {τ IF IR t : ℝ} (hτ : 0 < τ) (hF : 0 < IF)
    (hR : 0 < IR) (h : IsStorageTime τ IF IR t) : t < chargeControlTime τ IF IR := by
  obtain ⟨y, -, rfl, -, hE⟩ := h.reduced hτ hF hR
  have hEF : Real.exp (y ^ 2) * Real.exp (-y ^ 2) = 1 := by
    rw [← Real.exp_add, add_neg_cancel, Real.exp_zero]
  have h1 : Real.exp (y ^ 2) * IR < IF + IR := by
    have h2 := mul_lt_mul_of_pos_left hE (Real.exp_pos (y ^ 2))
    rwa [← mul_assoc, hEF, one_mul] at h2
  have h3 : Real.exp (y ^ 2) < 1 + IF / IR := by
    have e : 1 + IF / IR = (IF + IR) / IR := by
      rw [add_div, div_self hR.ne', add_comm]
    rw [e, lt_div_iff₀ hR]
    exact h1
  exact mul_lt_mul_of_pos_left ((Real.lt_log_iff_exp_lt (by positivity)).2 h3) hτ
```

Multiply the last inequality by \(e^{y^2}\), divide by \(I_R\) and take the logarithm:

\[
e^{y^2}<1+\frac{I_F}{I_R}
\quad\Longrightarrow\quad
t=\tau y^2<\tau\ln\left(1+\frac{I_F}{I_R}\right).
\]

In the code, `h1` and `h3` are the inequalities after the multiplication and the division. Physically, the junction density reaches zero while charge is still stored deeper in the diode, whereas the charge-control estimate waits until all of it has gone.

```lean
/-- Kingston's storage time lies between `(π/4) τ (IF/(IF+IR))²` and `(π/4) τ (IF/IR)²`. -/
theorem storageTime_quadratic_bounds {τ IF IR t : ℝ} (hτ : 0 < τ) (hF : 0 < IF)
    (hR : 0 < IR) (h : IsStorageTime τ IF IR t) :
    π / 4 * τ * (IF / (IF + IR)) ^ 2 < t ∧ t < π / 4 * τ * (IF / IR) ^ 2 := by
  obtain ⟨y, hy, rfl, he, hE⟩ := h.reduced hτ hF hR
  have hs : 0 < IF + IR := by positivity
  obtain ⟨hlo, hhi⟩ := erf_linear_bounds hy
  rw [he] at hlo hhi
  have hcy : 0 < 2 / √π * y := by positivity
  have key : τ * y ^ 2 = π / 4 * τ * (2 / √π * y) ^ 2 := by
    rw [mul_pow, div_pow, Real.sq_sqrt Real.pi_pos.le]
    field_simp
    ring
  have hup : 2 / √π * y < IF / IR := by
    rw [lt_div_iff₀ hs] at hlo
    rw [lt_div_iff₀ hR]
    have h2 := mul_lt_mul_of_pos_left hE hcy
    linarith
  rw [key]
  exact ⟨mul_lt_mul_of_pos_left (pow_lt_pow_left₀ hhi (by positivity) two_ne_zero)
      (by positivity),
    mul_lt_mul_of_pos_left (pow_lt_pow_left₀ hup hcy.le two_ne_zero) (by positivity)⟩
```

The storage time is also bounded on both sides by quadratic expressions:

\[
\frac{\pi}{4}\tau\left(\frac{I_F}{I_F+I_R}\right)^2<t<\frac{\pi}{4}\tau\left(\frac{I_F}{I_R}\right)^2 .
\]

Since \(t=\tau y^2=\frac{\pi}{4}\tau\left(\frac{2}{\sqrt\pi}y\right)^2\), which is `key`, it is enough to bound \(\frac{2}{\sqrt\pi}y\). From below, it exceeds \(\operatorname{erf}(y)=I_F/(I_F+I_R)\). From above, combine the inequality for \(I_R\) with the lower bound on erf:

\[
\frac{2}{\sqrt\pi}y\,I_R<\frac{2}{\sqrt\pi}y\,e^{-y^2}(I_F+I_R)<I_F .
\]

```lean
/-- As the reverse current grows without bound, with the lifetime and the forward current held
fixed, the ratio of Kingston's storage time to the charge-control estimate tends to zero. -/
theorem tendsto_storageTime_ratio {τ IF : ℝ} (hτ : 0 < τ) (hF : 0 < IF) (ts : ℝ → ℝ)
    (hts : ∀ IR, 0 < IR → IsStorageTime τ IF IR (ts IR)) :
    Tendsto (fun IR => ts IR / chargeControlTime τ IF IR) atTop (𝓝 0) := by
  have hx : Tendsto (fun IR : ℝ => IF / IR) atTop (𝓝 0) :=
    tendsto_const_nhds.div_atTop tendsto_id
  have hg : Tendsto (fun IR : ℝ => π / 4 * (IF / IR * (1 + IF / IR))) atTop (𝓝 0) := by
    simpa using (hx.mul (hx.const_add 1)).const_mul (π / 4)
  have hpos : ∀ IR, 0 < IR → 0 < chargeControlTime τ IF IR := fun IR hR =>
    lt_of_le_of_lt (hts IR hR).1 (storageTime_lt_chargeControlTime hτ hF hR (hts IR hR))
  refine squeeze_zero' ?_ ?_ hg
  · filter_upwards [eventually_gt_atTop 0] with IR hR
    exact div_nonneg (hts IR hR).1 (hpos IR hR).le
  · filter_upwards [eventually_gt_atTop 0] with IR hR
    rw [div_le_iff₀ (hpos IR hR)]
    have hb := (storageTime_quadratic_bounds hτ hF hR (hts IR hR)).2
    unfold chargeControlTime
    have hx0 : 0 < IF / IR := by positivity
    generalize IF / IR = x at hb hx0 ⊢
    -- the elementary bound x ≤ (1 + x) ln(1 + x)
    have h1 : 0 < 1 + x := by linarith
    have hL := mul_le_mul_of_nonneg_left (Real.one_sub_inv_le_log_of_pos h1) h1.le
    rw [mul_sub, mul_one, mul_inv_cancel₀ h1.ne'] at hL
    have hL' : x ≤ (1 + x) * Real.log (1 + x) := by linarith
    have hk : 0 ≤ π / 4 * τ * x := by positivity
    have h2 := mul_le_mul_of_nonneg_left hL' hk
    calc ts IR ≤ π / 4 * τ * x * x := by linarith
      _ ≤ π / 4 * τ * x * ((1 + x) * Real.log (1 + x)) := h2
      _ = π / 4 * (x * (1 + x)) * (τ * Real.log (1 + x)) := by ring

end

end KingstonStorageTime
```

Here \(\tau\) and \(I_F\) are fixed and \(I_R\to\infty\). The function `ts` assigns a storage time to each positive reverse current; the existence and uniqueness theorem guarantees that there is such a function and fixes its values there. Its values at other arguments do not affect the limit.

With \(x=I_F/I_R\), the quadratic upper bound reads \(t_s<\frac{\pi}{4}\tau x^2\). The elementary inequality \(\ln u\ge1-1/u\) at \(u=1+x\) gives \(x\le(1+x)\ln(1+x)\). Therefore

\[
0\le\frac{t_s}{\tau\ln(1+x)}\le\frac{\pi}{4}\,x(1+x)\longrightarrow0 .
\]

`squeeze_zero'` is the squeeze argument, `filter_upwards` restricts attention to \(I_R>0\), and the `calc` block is the upper bound multiplied through by the charge-control time.

```lean
#print axioms KingstonStorageTime.existsUnique_storageTime
#print axioms KingstonStorageTime.storageTime_lt_chargeControlTime
#print axioms KingstonStorageTime.tendsto_storageTime_ratio
```

```
'KingstonStorageTime.existsUnique_storageTime' depends on axioms: [propext, Classical.choice, Quot.sound]
'KingstonStorageTime.storageTime_lt_chargeControlTime' depends on axioms: [propext, Classical.choice, Quot.sound]
'KingstonStorageTime.tendsto_storageTime_ratio' depends on axioms: [propext, Classical.choice, Quot.sound]
```

## Extracting a lifetime from a measured storage time

In Python with SciPy, Kingston's time is `tau * erfinv(IF / (IF + IR))**2`. Without an inverse error function, a root finder can search between zero and the charge-control time, which bracket the solution.

Given a storage time measured in reverse recovery, the relation can be used backwards, to obtain \(\tau\) from \(t_s\). For a diode that obeys Kingston's one-dimensional, single-lifetime model, the charge-control formula \(\tau\approx t_s/\ln(1+I_F/I_R)\) always gives too small a lifetime. At equal currents \(t_s\approx0.227\,\tau\), while the charge-control time is \(0.693\,\tau\), so the extracted lifetime is about a third of the true one. The discrepancy becomes arbitrarily large, as a factor, when the reverse current is increased at fixed forward current.
